# Adding a partial wave keeps the matrix of a Hermitian potential invertible exactly when its residual g has ⟨g, dV g⟩ ≠ 0

`enlarged_invertible_iff` concerns a potential given as a finite Hermitian complex matrix `dV`, and finitely many partial waves, the columns of `Φ`, whose matrix M = Φᴴ dV Φ is assumed invertible. When a further wave f is added as a column, the enlarged matrix is invertible exactly when ⟨g, dV g⟩ ≠ 0, where g = f − Φ M⁻¹ Φᴴ dV f is the residual of f. No vector is assumed normalised, so ⟨g, dV g⟩ is an expectation value only after division by ⟨g, g⟩, for g ≠ 0. The proof factors the enlarged determinant into det M times the determinant of the residual's 1×1 matrix, and tries to rewrite the latter as ⟨g, dV g⟩.

In Lean, a first try:

```lean
import Mathlib

open Matrix

namespace EnlargedInvertibleIff

noncomputable section

variable {n m k : Type*} [Fintype n] [Fintype m] [DecidableEq m] [Fintype k] [DecidableEq k]

/-- The matrix `M = Φᴴ dV Φ` of the potential `dV` between the partial waves, which are the
columns of `Φ`. -/
def overlap (dV : Matrix n n ℂ) (Φ : Matrix n m ℂ) : Matrix m m ℂ :=
  Φᴴ * (dV * Φ)

/-- The residual `F - Φ M⁻¹ Φᴴ dV F` of a block `F` of new partial waves, meant for
invertible `M = Φᴴ dV Φ`. -/
def residual (dV : Matrix n n ℂ) (Φ : Matrix n m ℂ) (F : Matrix n k ℂ) : Matrix n k ℂ :=
  F - Φ * ((overlap dV Φ)⁻¹ * (Φᴴ * (dV * F)))

/-- The residual `g = f - Φ M⁻¹ Φᴴ dV f` of a single new partial wave `f`, meant for
invertible `M = Φᴴ dV Φ`. -/
def residualVec (dV : Matrix n n ℂ) (Φ : Matrix n m ℂ) (f : n → ℂ) : n → ℂ :=
  f - Φ *ᵥ ((overlap dV Φ)⁻¹ *ᵥ (Φᴴ *ᵥ (dV *ᵥ f)))

omit [DecidableEq m] in
/-- Under a recombination `T` of the partial waves, `M` becomes `Tᴴ M T`. -/
theorem overlap_mul (dV : Matrix n n ℂ) (Φ : Matrix n m ℂ) (T : Matrix m m ℂ) :
    overlap dV (Φ * T) = Tᴴ * overlap dV Φ * T := by
  simp only [overlap, conjTranspose_mul, Matrix.mul_assoc]

omit [Fintype k] [DecidableEq k] in
/-- If `M` is invertible, `dV` has no matrix elements between the old partial waves and the
residual of the new ones. -/
theorem residual_orthogonal {dV : Matrix n n ℂ} {Φ : Matrix n m ℂ}
    (hM : IsUnit (overlap dV Φ).det) (F : Matrix n k ℂ) :
    Φᴴ * (dV * residual dV Φ F) = 0 := by
  have h : Φᴴ * (dV * (Φ * ((overlap dV Φ)⁻¹ * (Φᴴ * (dV * F))))) =
      overlap dV Φ * (overlap dV Φ)⁻¹ * (Φᴴ * (dV * F)) := by
    simp only [overlap, Matrix.mul_assoc]
  unfold residual
  rw [Matrix.mul_sub, Matrix.mul_sub, h, mul_nonsing_inv _ hM, Matrix.one_mul, sub_self]

omit [Fintype n] [Fintype m] [DecidableEq m] [Fintype k] [DecidableEq k] in
private theorem conjTranspose_cols (Φ : Matrix n m ℂ) (G : Matrix n k ℂ) :
    (fromCols Φ G)ᴴ = fromRows Φᴴ Gᴴ := by
  ext (i | i) j <;> rfl

omit [Fintype m] [DecidableEq m] [Fintype k] [DecidableEq k] in
private theorem overlap_cols {dV : Matrix n n ℂ} (hV : dV.IsHermitian) {Φ : Matrix n m ℂ}
    {G : Matrix n k ℂ} (h : Φᴴ * (dV * G) = 0) :
    overlap dV (fromCols Φ G) = fromBlocks (overlap dV Φ) 0 0 (overlap dV G) := by
  -- hermiticity turns one vanishing off-diagonal block into the other
  have h' : Gᴴ * (dV * Φ) = 0 := by
    have := congrArg conjTranspose h
    simpa [conjTranspose_mul, hV.eq, Matrix.mul_assoc] using this
  unfold overlap
  rw [conjTranspose_cols, mul_fromCols, fromRows_mul_fromCols, h, h']

private theorem cols_eq (dV : Matrix n n ℂ) (Φ : Matrix n m ℂ) (F : Matrix n k ℂ) :
    fromCols Φ F = fromCols Φ (residual dV Φ F) *
      (fromBlocks 1 ((overlap dV Φ)⁻¹ * (Φᴴ * (dV * F))) 0 1 :
        Matrix (m ⊕ k) (m ⊕ k) ℂ) := by
  rw [fromCols_mul_fromBlocks]
  simp [residual]

/-- For Hermitian `dV` and invertible `M`, the determinant of the enlarged overlap matrix is
that of `M` times that of the overlap matrix of the residual. -/
theorem det_overlap_enlarged {dV : Matrix n n ℂ} (hV : dV.IsHermitian) {Φ : Matrix n m ℂ}
    (hM : IsUnit (overlap dV Φ).det) (F : Matrix n k ℂ) :
    (overlap dV (fromCols Φ F)).det =
      (overlap dV Φ).det * (overlap dV (residual dV Φ F)).det := by
  rw [cols_eq dV Φ F, overlap_mul, det_mul, det_mul, det_conjTranspose,
    overlap_cols hV (residual_orthogonal hM F), det_fromBlocks_zero₂₁, det_fromBlocks_zero₂₁]
  simp

private theorem residual_col (dV : Matrix n n ℂ) (Φ : Matrix n m ℂ) (f : n → ℂ) :
    residual dV Φ (replicateCol Unit f) = replicateCol Unit (residualVec dV Φ f) := by
  ext i j
  rfl

private theorem det_overlap_col (dV : Matrix n n ℂ) (g : n → ℂ) :
    (overlap dV (replicateCol Unit g)).det = star g ⬝ᵥ (dV *ᵥ g) :=
  (det_unique _).trans rfl

/-- For Hermitian `dV` and invertible `M`, the overlap matrix of `Φ` enlarged by `f` is
invertible exactly when the residual `g` of `f` has `⟨g, dV g⟩ ≠ 0`. -/
theorem enlarged_invertible_iff {dV : Matrix n n ℂ} (hV : dV.IsHermitian) {Φ : Matrix n m ℂ}
    (hM : IsUnit (overlap dV Φ).det) (f : n → ℂ) :
    IsUnit (overlap dV (fromCols Φ (replicateCol Unit f))).det ↔
      star (residualVec dV Φ f) ⬝ᵥ (dV *ᵥ residualVec dV Φ f) ≠ 0 := by
  rw [det_overlap_enlarged hV hM, residual_col, overlap_col, det_unique, IsUnit.mul_iff]
  exact ⟨fun h => h.2.ne_zero, fun h => ⟨hM, isUnit_iff_ne_zero.mpr h⟩⟩

end

end EnlargedInvertibleIff
```

Compiling this gives:

```
Main.lean:92:48: error(lean.unknownIdentifier): Unknown identifier `overlap_col`
Main.lean:91:69: error: unsolved goals
n : Type u_1
m : Type u_2
inst✝² : Fintype n
inst✝¹ : Fintype m
inst✝ : DecidableEq m
dV : Matrix n n ℂ
hV : dV.IsHermitian
Φ : Matrix n m ℂ
hM : IsUnit (overlap dV Φ).det
f : n → ℂ
⊢ IsUnit ((overlap dV Φ).det * (overlap dV (replicateCol Unit (residualVec dV Φ f))).det) ↔
    star (residualVec dV Φ f) ⬝ᵥ dV *ᵥ residualVec dV Φ f ≠ 0
```

Cause. The first message says that `overlap_col`, named in the `rw`, does not exist. The file's lemma is called `det_overlap_col`. The second message follows from the first: it shows the goal as the first two rewrites left it, with the determinant already factored but the residual's factor still a determinant.

The diff puts in the right name. `det_overlap_col` turns the whole determinant of the one-column matrix into ⟨g, dV g⟩, so the `det_unique` step after it has to go as well. That lemma evaluates a determinant whose index type has exactly one element, and the only determinant left by then is that of M, whose index type `m` is an arbitrary finite type. `IsUnit.mul_iff` then splits the invertibility of the product into that of its two factors, and the unchanged last line finishes the proof with `hM` and the fact that a complex number is a unit exactly when it is nonzero.

After these edits no error is left:

```diff
@@ -90,5 +90,5 @@
     IsUnit (overlap dV (fromCols Φ (replicateCol Unit f))).det ↔
       star (residualVec dV Φ f) ⬝ᵥ (dV *ᵥ residualVec dV Φ f) ≠ 0 := by
-  rw [det_overlap_enlarged hV hM, residual_col, overlap_col, det_unique, IsUnit.mul_iff]
+  rw [det_overlap_enlarged hV hM, residual_col, det_overlap_col, IsUnit.mul_iff]
   exact ⟨fun h => h.2.ne_zero, fun h => ⟨hM, isUnit_iff_ne_zero.mpr h⟩⟩
 
```
